# A Hermitian perturbation with mean values at most c in modulus moves no ordered eigenvalue of a Hermitian matrix by more than c

Before diagonalising a Hamiltonian matrix, one often drops a small term $V$, such as a weak coupling, and then needs an error bar for the computed levels. If $|\langle x,Vx\rangle|\le c$ in every normalised state $x$, then $c$ is an error bar for every level at once, including degenerate ones. In electronic structure this applies to a finite Hamiltonian matrix in a fixed orthonormal basis. The error made in choosing that finite basis is a separate matter, about which the hypotheses say nothing.

## Mean energies and populations

```lean
import Mathlib

open Matrix

namespace WeylLevelStability

noncomputable section

variable {E : Type*} [NormedAddCommGroup E] [InnerProductSpace ℂ E] {n : ℕ}
```

`E` is a complex inner product space, the space of states, and `n` will be its dimension. The inner product `inner ℂ x y` is $\langle x,y\rangle$, linear in the second slot as in Dirac notation.

```lean
/-- If an orthonormal basis consists of eigenvectors of `T` with real eigenvalues `ε i`, the mean
value of `T` in the state `x` is the sum of the `ε i` weighted by the populations of `x`. -/
theorem mean_eq_sum_populations (b : OrthonormalBasis (Fin n) ℂ E) (T : E →ₗ[ℂ] E)
    (ε : Fin n → ℝ) (hb : ∀ i, T (b i) = (ε i : ℂ) • b i) (x : E) :
    (inner ℂ x (T x)).re = ∑ i, ε i * ‖inner ℂ (b i) x‖ ^ 2 := by
  -- expand the state in the eigenbasis before applying the operator
  have hx : T x = ∑ i, inner ℂ (b i) x • ((ε i : ℂ) • b i) := by
    conv_lhs => rw [← b.sum_repr' x]
    simp only [map_sum, map_smul, hb]
  rw [hx, inner_sum, Complex.re_sum]
  refine Finset.sum_congr rfl fun i _ => ?_
  rw [inner_smul_right, inner_smul_right, ← inner_conj_symm x (b i), Complex.sq_norm,
    Complex.normSq_apply]
  simp only [Complex.mul_re, Complex.mul_im, Complex.conj_re, Complex.conj_im,
    Complex.ofReal_re, Complex.ofReal_im]
  ring
```

A Lean theorem lists its hypotheses in brackets, then its claim after the colon, then its proof after `:=`. Here $b_i$ is an orthonormal basis with $Tb_i=\varepsilon_i b_i$ and $\varepsilon_i$ real. The index $i$ has type `Fin n`, so it runs from $0$ to $n-1$. By hand,

$$x=\sum_i\langle b_i,x\rangle b_i,\qquad Tx=\sum_i\varepsilon_i\langle b_i,x\rangle b_i,$$

$$\langle x,Tx\rangle=\sum_i\varepsilon_i\langle b_i,x\rangle\langle x,b_i\rangle=\sum_i\varepsilon_i|\langle b_i,x\rangle|^2 .$$

The step `hx` is the expansion of $Tx$; the remaining lines take the inner product term by term. The code writes `.re` because `inner` returns a complex number.

```lean
/-- The populations of a normalised state in an orthonormal basis sum to one. -/
theorem sum_populations (b : OrthonormalBasis (Fin n) ℂ E) {x : E} (hx : ‖x‖ = 1) :
    ∑ i, ‖inner ℂ (b i) x‖ ^ 2 = 1 := by
  have h := mean_eq_sum_populations b LinearMap.id (fun _ => 1) (by simp) x
  simp only [LinearMap.id_apply, one_mul] at h
  rw [← h, inner_self_eq_norm_sq_to_K, hx]
  simp
```

Taking $T=1$ and all $\varepsilon_i=1$ in the previous formula gives $\sum_i|\langle b_i,x\rangle|^2=\|x\|^2=1$.

## A state that suits two bases

```lean
/-- For two orthonormal bases `u` and `w` and any index `k`, some normalised state is orthogonal
to every `u i` above `k` and to every `w i` below `k`. -/
theorem exists_trial_state (u w : OrthonormalBasis (Fin n) ℂ E) (k : Fin n) :
    ∃ x : E, ‖x‖ = 1 ∧ (∀ i, k < i → inner ℂ (u i) x = 0) ∧
      (∀ i, i < k → inner ℂ (w i) x = 0) := by
  -- one linear condition for each index other than `k`
  let f : E →ₗ[ℂ] ({i : Fin n // i ≠ k} → ℂ) :=
    LinearMap.pi fun i => (innerSL ℂ (if i.1 < k then w i.1 else u i.1)).toLinearMap
  have hn : Module.finrank ℂ E = n :=
    (Module.finrank_eq_card_basis u.toBasis).trans (Fintype.card_fin n)
  -- `n - 1` conditions cannot separate the points of an `n`-dimensional space
  have hf : ¬ Function.Injective f := fun h => by
    have h1 := LinearMap.finrank_le_finrank_of_injective h
    rw [hn, Module.finrank_fintype_fun_eq_card] at h1
    have h2 : Fintype.card {i : Fin n // i ≠ k} < Fintype.card (Fin n) :=
      Fintype.card_subtype_lt (x := k) (by simp)
    rw [Fintype.card_fin] at h2
    exact absurd h1 (not_le_of_gt h2)
  obtain ⟨y, hy, hy0⟩ : ∃ y, f y = 0 ∧ y ≠ 0 := by
    by_contra h
    refine hf ((injective_iff_map_eq_zero f).2 fun y hy => ?_)
    by_contra hy0
    exact h ⟨y, hy, hy0⟩
  have hc : ∀ i, i ≠ k → inner ℂ (if i < k then w i else u i) y = 0 :=
    fun i hi => congrFun hy ⟨i, hi⟩
  refine ⟨((‖y‖ : ℂ)⁻¹) • y, norm_smul_inv_norm hy0, fun i hi => ?_, fun i hi => ?_⟩
  · have h := hc i hi.ne'
    rw [if_neg (not_lt_of_ge hi.le)] at h
    rw [inner_smul_right, h, mul_zero]
  · have h := hc i hi.ne
    rw [if_pos hi] at h
    rw [inner_smul_right, h, mul_zero]
```

Given orthonormal bases $u$ and $w$ and an index $k$, we want a unit vector $x$ with

$$\langle u_i,x\rangle=0\ \ (i>k),\qquad \langle w_i,x\rangle=0\ \ (i<k).$$

There is one linear condition for each $i\neq k$, hence $n-1$ conditions on an $n$-dimensional space. They have a nonzero common solution $y$, and $x=y/\|y\|$ is the required state.

In the proof, `f` collects the $n-1$ overlaps into one linear map. `hf` shows by counting dimensions that `f` is not injective, which yields `y`. The last lines normalise it and read off the two sets of conditions.

## Levels in increasing order

```lean
variable [FiniteDimensional ℂ E]

/-- The `k`-th smallest eigenvalue of a Hermitian operator on an `n`-dimensional space, counted
with multiplicity and starting from `k = 0`. -/
def level {T : E →ₗ[ℂ] E} (hT : T.IsSymmetric) (hn : Module.finrank ℂ E = n) (k : Fin n) : ℝ :=
  hT.eigenvalues hn k.rev
```

`T.IsSymmetric` means $\langle Tx,y\rangle=\langle x,Ty\rangle$, which is Hermiticity in finite dimension. Mathlib lists eigenvalues in decreasing order; `k.rev` is $n-1-k$, so `level` lists them in increasing order. The ground level is $k=0$, and a degenerate eigenvalue appears as often as its multiplicity.

```lean
/-- An orthonormal basis of eigenstates of a Hermitian operator, in the order of its levels. -/
def levelState {T : E →ₗ[ℂ] E} (hT : T.IsSymmetric) (hn : Module.finrank ℂ E = n) :
    OrthonormalBasis (Fin n) ℂ E :=
  (hT.eigenvectorBasis hn).reindex Fin.revPerm
```

The eigenvectors are renumbered in the same way.

```lean
/-- The levels of a Hermitian operator are listed in increasing order, and the `k`-th level state
is an eigenvector whose eigenvalue is the `k`-th level. -/
theorem level_spec {T : E →ₗ[ℂ] E} (hT : T.IsSymmetric) (hn : Module.finrank ℂ E = n) :
    Monotone (level hT hn) ∧
      ∀ k, T (levelState hT hn k) = (level hT hn k : ℂ) • levelState hT hn k := by
  refine ⟨fun i j h => hT.eigenvalues_antitone hn (Fin.rev_le_rev.2 h), fun k => ?_⟩
  rw [levelState, OrthonormalBasis.reindex_apply]
  exact hT.apply_eigenvectorBasis hn k.rev
```

This confirms that the definitions mean what they should: the levels do not decrease with $k$, and the $k$-th level state satisfies its eigenvalue equation.

## From mean values to levels

```lean
/-- For Hermitian operators `A` and `B`, if the mean value of `B` exceeds that of `A` by at most `c`
in every normalised state, then each level of `B` exceeds the corresponding level of `A` by at most
`c`. -/
theorem level_le_of_mean_le {A B : E →ₗ[ℂ] E} (hA : A.IsSymmetric) (hB : B.IsSymmetric)
    (hn : Module.finrank ℂ E = n) {c : ℝ}
    (h : ∀ x : E, ‖x‖ = 1 → (inner ℂ x (B x)).re ≤ (inner ℂ x (A x)).re + c) (k : Fin n) :
    level hB hn k ≤ level hA hn k + c := by
  obtain ⟨x, hx, hu, hw⟩ := exists_trial_state (levelState hA hn) (levelState hB hn) k
  -- the trial state contains only levels of `B` from `k` upwards
  have hlow : level hB hn k ≤ (inner ℂ x (B x)).re := by
    rw [mean_eq_sum_populations _ B _ (level_spec hB hn).2 x,
      ← mul_one (level hB hn k), ← sum_populations (levelState hB hn) hx, Finset.mul_sum]
    refine Finset.sum_le_sum fun i _ => ?_
    rcases lt_or_ge i k with hi | hi
    · rw [hw i hi]
      simp
    · exact mul_le_mul_of_nonneg_right ((level_spec hB hn).1 hi) (sq_nonneg _)
  -- and only levels of `A` up to `k`
  have hupp : (inner ℂ x (A x)).re ≤ level hA hn k := by
    rw [mean_eq_sum_populations _ A _ (level_spec hA hn).2 x,
      ← mul_one (level hA hn k), ← sum_populations (levelState hA hn) hx, Finset.mul_sum]
    refine Finset.sum_le_sum fun i _ => ?_
    rcases lt_or_ge k i with hi | hi
    · rw [hu i hi]
      simp
    · exact mul_le_mul_of_nonneg_right ((level_spec hA hn).1 hi) (sq_nonneg _)
  linarith [h x hx]
```

Let $\alpha_k$ and $\beta_k$ be the levels of the Hermitian operators $A$ and $B$, with level states $u_k$ and $w_k$. Suppose $\langle x,Bx\rangle\le\langle x,Ax\rangle+c$ for all unit $x$. Take the state $x$ constructed above. It has no population in $w_i$ for $i<k$, so

$$\langle x,Bx\rangle=\sum_{i\ge k}\beta_i|\langle w_i,x\rangle|^2\ge\beta_k\sum_{i\ge k}|\langle w_i,x\rangle|^2=\beta_k .$$

It has no population in $u_i$ for $i>k$, so likewise $\langle x,Ax\rangle\le\alpha_k$. Together,

$$\beta_k\le\langle x,Bx\rangle\le\langle x,Ax\rangle+c\le\alpha_k+c .$$

The two estimates are `hlow` and `hupp`. Each compares the sums term by term, treating the levels that the construction leaves empty separately from the rest, and `linarith` joins the chain.

```lean
/-- If the mean value of `B - A` is at most `c` in modulus in every normalised state, the `k`-th
levels of the Hermitian operators `A` and `B` differ by at most `c`, for every `k`. -/
theorem weyl_stability_operator {A B : E →ₗ[ℂ] E} (hA : A.IsSymmetric) (hB : B.IsSymmetric)
    (hn : Module.finrank ℂ E = n) {c : ℝ}
    (h : ∀ x : E, ‖x‖ = 1 → ‖inner ℂ x ((B - A) x)‖ ≤ c) (k : Fin n) :
    |level hB hn k - level hA hn k| ≤ c := by
  have hre : ∀ x : E, ‖x‖ = 1 → |(inner ℂ x (B x)).re - (inner ℂ x (A x)).re| ≤ c := by
    intro x hx
    have h1 := (Complex.abs_re_le_norm _).trans (h x hx)
    rwa [LinearMap.sub_apply, inner_sub_right, Complex.sub_re] at h1
  have h1 := level_le_of_mean_le hA hB hn (c := c)
    (fun x hx => by linarith [(abs_le.1 (hre x hx)).2]) k
  have h2 := level_le_of_mean_le hB hA hn (c := c)
    (fun x hx => by linarith [(abs_le.1 (hre x hx)).1]) k
  exact abs_le.2 ⟨by linarith, by linarith⟩
```

Now the mean value of $B-A$ is bounded in modulus, so

$$-c\le\langle x,Bx\rangle-\langle x,Ax\rangle\le c .$$

The right-hand inequality gives $\beta_k\le\alpha_k+c$. The left-hand one, with $A$ and $B$ exchanged, gives $\alpha_k\le\beta_k+c$. These are `h1` and `h2`, and together they say $|\beta_k-\alpha_k|\le c$.

```lean
/-- Adding the real constant `c` to a Hermitian operator moves every level by exactly `c`. -/
theorem level_add_const {A : E →ₗ[ℂ] E} (hA : A.IsSymmetric) (c : ℝ)
    (hB : (A + (c : ℂ) • LinearMap.id).IsSymmetric) (hn : Module.finrank ℂ E = n) (k : Fin n) :
    level hB hn k = level hA hn k + c := by
  have hm : ∀ x : E, ‖x‖ = 1 →
      (inner ℂ x ((A + (c : ℂ) • LinearMap.id : E →ₗ[ℂ] E) x)).re =
        (inner ℂ x (A x)).re + c := by
    intro x hx
    rw [LinearMap.add_apply, LinearMap.smul_apply, LinearMap.id_apply, inner_add_right,
      inner_smul_right, inner_self_eq_norm_sq_to_K, hx]
    simp
  have h1 := level_le_of_mean_le hA hB hn (fun x hx => (hm x hx).le) k
  have h2 := level_le_of_mean_le hB hA hn (c := -c) (fun x hx => by linarith [hm x hx]) k
  linarith
```

For $B=A+c\,1$ the mean values differ by exactly $c$ in every unit state. The one-sided result, used once with $c$ and once with $-c$ and the operators exchanged, gives $\beta_k=\alpha_k+c$. For $c\ge0$ this shift reaches the bound, which therefore cannot be improved in general.

## The statement for matrices

```lean
/-- The `k`-th smallest eigenvalue of a Hermitian `n` by `n` matrix, counted with multiplicity
and starting from `k = 0`. -/
def matrixLevel {A : Matrix (Fin n) (Fin n) ℂ} (hA : A.IsHermitian) (k : Fin n) : ℝ :=
  level (isSymmetric_toEuclideanLin_iff.2 hA) finrank_euclideanSpace_fin k
```

`toEuclideanLin` lets the matrix act on $\mathbb C^n$ with its usual inner product, and `matrixLevel` is the level of that operator.

```lean
/-- Weyl stability: if `A` and `V` are Hermitian and `|⟨x, V x⟩| ≤ c` for every unit vector `x`,
the `k`-th smallest eigenvalues of `A + V` and `A` differ by at most `c`, for every `k`. -/
theorem weyl_stability {A V : Matrix (Fin n) (Fin n) ℂ} (hA : A.IsHermitian)
    (hV : V.IsHermitian) {c : ℝ}
    (h : ∀ x : Fin n → ℂ, star x ⬝ᵥ x = 1 → ‖star x ⬝ᵥ V *ᵥ x‖ ≤ c) (k : Fin n) :
    |matrixLevel (hA.add hV) k - matrixLevel hA k| ≤ c := by
  refine weyl_stability_operator _ _ _ (fun x hx => ?_) k
  have e : Matrix.toEuclideanLin (A + V) - Matrix.toEuclideanLin A = Matrix.toEuclideanLin V := by
    rw [map_add, add_sub_cancel_left]
  -- translate the inner product of Euclidean space into matrix notation
  have key : inner ℂ x (Matrix.toEuclideanLin V x) = star x.ofLp ⬝ᵥ V *ᵥ x.ofLp := by
    rw [EuclideanSpace.inner_eq_star_dotProduct, dotProduct_comm]
    rfl
  have hunit : star x.ofLp ⬝ᵥ x.ofLp = 1 := by
    have h1 := inner_self_eq_norm_sq_to_K (𝕜 := ℂ) x
    rw [EuclideanSpace.inner_eq_star_dotProduct, hx] at h1
    rw [dotProduct_comm, h1]
    simp
  change ‖inner ℂ x ((Matrix.toEuclideanLin (A + V) - Matrix.toEuclideanLin A) x)‖ ≤ c
  rw [e, key]
  exact h x.ofLp hunit

end

end WeylLevelStability
```

In this notation `star x ⬝ᵥ x = 1` is $x^\dagger x=1$, and `star x ⬝ᵥ V *ᵥ x` is $x^\dagger Vx$. The number $c$ is supplied by the user: it bounds the modulus of the mean value of the dropped term in every normalised state. The conclusion compares the $k$-th levels of $A+V$ and $A$.

The proof sets $B=A+V$ in the operator theorem. Step `e` is $(A+V)-A=V$, while `key` and `hunit` translate the inner product and the norm into matrix notation.

Levels are matched by their position in the ordered list, not by the character of their states. The bound also sees $V$ only through the single number $c$; Weyl's inequalities in full, which combine individual levels of $A$ and $V$, are finer.

```lean
#print axioms WeylLevelStability.level_le_of_mean_le
-- 'WeylLevelStability.level_le_of_mean_le' depends on axioms: [propext, Classical.choice, Quot.sound]
#print axioms WeylLevelStability.level_add_const
-- 'WeylLevelStability.level_add_const' depends on axioms: [propext, Classical.choice, Quot.sound]
#print axioms WeylLevelStability.weyl_stability
-- 'WeylLevelStability.weyl_stability' depends on axioms: [propext, Classical.choice, Quot.sound]
```

## Two coupled levels, and a non-Hermitian pair

The following numbers are ordinary arithmetic, separate from the Lean code. Take

$$A=\begin{pmatrix}0&0\\0&3\end{pmatrix},\qquad V=\begin{pmatrix}0&2\\2&0\end{pmatrix}.$$

For a unit vector, $|x^\dagger Vx|\le4|x_0||x_1|\le2$, so $c=2$. The eigenvalues of $A+V$ solve $\lambda^2-3\lambda-4=0$, which gives $-1$ and $4$. The levels $0$ and $3$ have each moved by $1$, within the bound.

Now let $A$ be non-Hermitian:

$$A=\begin{pmatrix}0&1\\0&0\end{pmatrix},\qquad V=\begin{pmatrix}0&\tfrac18\\\tfrac18&0\end{pmatrix}.$$

Here $c=\tfrac18$. Both eigenvalues of $A$ are $0$, while those of $A+V$ satisfy $\lambda^2=\tfrac98\cdot\tfrac18=\tfrac9{64}$, so they are $\pm\tfrac38$. The shift is three times $c$. It is therefore not enough that $V$ is Hermitian and that $A$ and $A+V$ have real eigenvalues.
